# With a free common shift, an rms fit error s over m levels bounds every excitation-energy error among them by s√(2m)

Take two reference levels whose fitted energies are off by $d_1$ and $d_2$. A common shift $c$ of all energies is free, and the best choice is the midpoint $c=(d_1+d_2)/2$. Each level then misses by $|d_1-d_2|/2$, so the minimized root-mean-square (rms) error is $s=|d_1-d_2|/2$. The excitation energy between the levels is wrong by $|d_1-d_2|=2s$, twice the reported rms error.

Now add a third level whose error sits exactly at that midpoint. It adds nothing to the sum of squares, but the mean is taken over three levels, so $s$ falls to $|d_1-d_2|/\sqrt6$. The excitation error has not changed and is now $\sqrt6\,s$. Levels that fit well can dilute the rms error while one bad pair stays as bad as it was.

## The pair formula and the worst-case bound

Suppose the levels are computed with a fitted core potential, which stands in for the core electrons of an atom. Let $d_i$ be the energy of level $i$ from this potential minus its reference energy, for $m\ge1$ levels. The shift $c$ stands for a constant energy offset common to all levels, which no excitation energy sees. Then

$$\min_c\sum_i(d_i-c)^2=\frac1{2m}\sum_{i,j}(d_i-d_j)^2 .$$

If $s$ is the minimum over $c$ of $\sqrt{\frac1m\sum_i(d_i-c)^2}$, then for all $i,j$

$$|d_i-d_j|\le s\sqrt{2m}.$$

For $i\ne j$, equality holds exactly when every other level has error $(d_i+d_j)/2$. With two levels there are no others, and equality always holds.

## Turning a fit report into an excitation-energy tolerance

A code that fits an energy-consistent core potential can eliminate the shift analytically by subtracting the mean error. The pair formula says what remains: an objective made only of excitation-energy errors, for the finite set of levels in the fit.

The bound converts the reported $s$ into a guarantee for each transition within that set. With $m=50$ and $s=0.01$ eV, no excitation energy between fitted levels is wrong by more than $0.1$ eV. If a tighter guarantee is needed, the code should report the largest error minus the smallest, which is the worst excitation error itself.

## Completing the square, then keeping two levels

Allow weights $w_i$, with total $W=\sum_i w_i\neq0$, and write

$$F(c)=\sum_i w_i(d_i-c)^2,\qquad b=\frac1W\sum_i w_id_i .$$

Expanding gives $F(c)=\sum_i w_id_i^2-2c\,Wb+c^2W$. Subtracting the same expression at $c=b$ leaves

$$F(c)-F(b)=-2(c-b)Wb+(c^2-b^2)W=W(c-b)^2 .$$

For $W>0$ the minimum is therefore $F(b)$.

To express it through pairs, place the shift at level $i$:

$$\sum_j w_iw_j(d_i-d_j)^2=w_iF(d_i)=w_iF(b)+W\,w_i(d_i-b)^2 .$$

Summing over $i$ turns the right-hand side into $WF(b)+WF(b)$, so

$$F(b)=\frac1{2W}\sum_{i,j}w_iw_j(d_i-d_j)^2 .$$

Equal weights $w_i=1$ give $W=m$ and the formula above. Dividing by $m$ gives $s^2=\frac1{2m^2}\sum_{i,j}(d_i-d_j)^2$.

The double sum runs over ordered pairs. A loop over $i<j$ visits each pair once and needs the prefactor $1/m$. Keeping $1/(2m)$ there makes $s$ too small by a factor $\sqrt2$, and the bound can then fail: in a fit with only two levels it does so whenever their errors differ.

For the bound, take $i\ne j$ with positive weights, and set $x=d_i-c$, $y=d_j-c$. Then

$$\Big(\frac1{w_i}+\frac1{w_j}\Big)(w_ix^2+w_jy^2)=(x-y)^2+\frac{(w_ix+w_jy)^2}{w_iw_j}\ge(d_i-d_j)^2 .$$

If no weight is negative, $w_ix^2+w_jy^2\le F(c)$, hence

$$(d_i-d_j)^2\le\Big(\frac1{w_i}+\frac1{w_j}\Big)F(c)$$

for every shift. For $i=j$ the left side is zero. With equal weights and the minimizing $c$, the right side is $2ms^2$, and the square root gives the bound.

Suppose equality holds for $i\neq j$, and let $k$ be a third level. Keeping three terms of the sum,

$$(x-y)^2=2\sum_l(d_l-c)^2\ge 2x^2+2y^2+2(d_k-c)^2 .$$

Since $2x^2+2y^2=(x-y)^2+(x+y)^2$, it follows that $(x+y)^2+2(d_k-c)^2\le0$. Both squares vanish, so $c$ is the midpoint of $d_i$ and $d_j$, and $d_k=c$.

Conversely, let all other errors lie at the midpoint. The shift to the midpoint gives a sum of squares of $(d_i-d_j)^2/2$, and so an rms error of $|d_i-d_j|/\sqrt{2m}$. The minimum $s$ cannot exceed this value, and the bound says that it cannot be smaller.

## The Lean file

```lean
import Mathlib

open Finset

namespace EnergyConsistentFit

noncomputable section

variable {ι : Type*} [Fintype ι]

/-- Weighted sum of squared level errors `d i` after a common energy shift `c`. -/
def fitError (w d : ι → ℝ) (c : ℝ) : ℝ := ∑ i, w i * (d i - c) ^ 2

/-- The weighted mean of the level errors, defined for nonzero total weight. -/
def bestShift (w d : ι → ℝ) : ℝ := (∑ i, w i * d i) / ∑ i, w i

/-- Root-mean-square level error after a common shift `c`, with equal weights,
for a nonempty set of levels. -/
def rmsError (d : ι → ℝ) (c : ℝ) : ℝ :=
  Real.sqrt ((∑ i, (d i - c) ^ 2) / Fintype.card ι)

/-- For nonzero total weight, the fit error at any shift is its value at the weighted mean plus
the total weight times the squared distance from that mean. -/
theorem fitError_eq (w d : ι → ℝ) (hW : ∑ i, w i ≠ 0) (c : ℝ) :
    fitError w d c =
      fitError w d (bestShift w d) + (∑ i, w i) * (c - bestShift w d) ^ 2 := by
  have expand : ∀ x, fitError w d x =
      ∑ i, w i * d i ^ 2 - 2 * x * ∑ i, w i * d i + x ^ 2 * ∑ i, w i := by
    intro x
    unfold fitError
    rw [Finset.mul_sum, Finset.mul_sum, ← Finset.sum_sub_distrib, ← Finset.sum_add_distrib]
    exact Finset.sum_congr rfl fun i _ => by ring
  have hb : bestShift w d * ∑ i, w i = ∑ i, w i * d i := div_mul_cancel₀ _ hW
  rw [expand c, expand (bestShift w d)]
  linear_combination (2 * (c - bestShift w d)) * hb

/-- For nonzero total weight, the fit error at the weighted mean is a weighted sum over pairs
of levels of the squared excitation-energy errors. -/
theorem fitError_bestShift (w d : ι → ℝ) (hW : ∑ i, w i ≠ 0) :
    fitError w d (bestShift w d) =
      (∑ i, ∑ j, w i * w j * (d i - d j) ^ 2) / (2 * ∑ i, w i) := by
  -- the inner sum is the fit error with the shift placed at level `i`
  have h : ∀ i, ∑ j, w i * w j * (d i - d j) ^ 2 =
      w i * fitError w d (bestShift w d)
        + (∑ k, w k) * (w i * (d i - bestShift w d) ^ 2) := by
    intro i
    calc ∑ j, w i * w j * (d i - d j) ^ 2 = w i * fitError w d (d i) := by
          unfold fitError
          rw [Finset.mul_sum]
          exact Finset.sum_congr rfl fun j _ => by ring
      _ = _ := by rw [fitError_eq w d hW (d i)]; ring
  have hF : ∑ i, w i * (d i - bestShift w d) ^ 2 = fitError w d (bestShift w d) := rfl
  rw [eq_div_iff (mul_ne_zero two_ne_zero hW), Finset.sum_congr rfl fun i _ => h i,
    Finset.sum_add_distrib, ← Finset.sum_mul, ← Finset.mul_sum, hF]
  ring

/-- For positive total weight, the minimum of the fit error over all common shifts is the sum over
ordered pairs of `w i * w j` times the squared excitation-energy error, divided by twice the total
weight. -/
theorem isLeast_fitError (w d : ι → ℝ) (hW : 0 < ∑ i, w i) :
    IsLeast (Set.range (fitError w d))
      ((∑ i, ∑ j, w i * w j * (d i - d j) ^ 2) / (2 * ∑ i, w i)) := by
  rw [← fitError_bestShift w d hW.ne']
  refine ⟨⟨bestShift w d, rfl⟩, ?_⟩
  rintro _ ⟨c, rfl⟩
  have h := fitError_eq w d hW.ne' c
  have h' := mul_nonneg hW.le (sq_nonneg (c - bestShift w d))
  linarith

/-- With nonnegative weights, the squared excitation-energy error between two levels `i` and `j` of
positive weight is at most `1 / w i + 1 / w j` times the fit error at any shift. -/
theorem excitation_sq_le (w d : ι → ℝ) (hw : ∀ k, 0 ≤ w k) (i j : ι)
    (hi : 0 < w i) (hj : 0 < w j) (c : ℝ) :
    (d i - d j) ^ 2 ≤ (1 / w i + 1 / w j) * fitError w d c := by
  classical
  have hnn : ∀ k, 0 ≤ w k * (d k - c) ^ 2 := fun k => mul_nonneg (hw k) (sq_nonneg _)
  by_cases hij : i = j
  · subst hij
    have hF : 0 ≤ fitError w d c := Finset.sum_nonneg fun k _ => hnn k
    rw [sub_self, zero_pow two_ne_zero]
    positivity
  -- keep only the two levels in the sum
  have h : w i * (d i - c) ^ 2 + w j * (d j - c) ^ 2 ≤ fitError w d c := by
    rw [← Finset.sum_pair (f := fun k => w k * (d k - c) ^ 2) hij]
    exact Finset.sum_le_sum_of_subset_of_nonneg (Finset.subset_univ _) fun k _ _ => hnn k
  have key : (1 / w i + 1 / w j) * (w i * (d i - c) ^ 2 + w j * (d j - c) ^ 2) =
      (d i - d j) ^ 2 + (w i * (d i - c) + w j * (d j - c)) ^ 2 / (w i * w j) := by
    field_simp
    ring
  have hp : 0 ≤ (w i * (d i - c) + w j * (d j - c)) ^ 2 / (w i * w j) := by positivity
  have hm := mul_le_mul_of_nonneg_left h (by positivity : 0 ≤ 1 / w i + 1 / w j)
  linarith

/-- For `m ≥ 1` equally weighted levels, the minimum over the common shift of the summed squared
errors is `1/(2m)` times the sum of the squared error differences over all ordered pairs. -/
theorem isLeast_sum_sq [Nonempty ι] (d : ι → ℝ) :
    IsLeast (Set.range fun c : ℝ => ∑ i, (d i - c) ^ 2)
      (1 / (2 * (Fintype.card ι : ℝ)) * ∑ i, ∑ j, (d i - d j) ^ 2) := by
  have h := isLeast_fitError (fun _ : ι => (1 : ℝ)) d (by simp [Fintype.card_pos])
  have hf : fitError (fun _ : ι => (1 : ℝ)) d = fun c : ℝ => ∑ i, (d i - c) ^ 2 := by
    funext c
    simp only [fitError, one_mul]
  have e : 1 / (2 * (Fintype.card ι : ℝ)) * ∑ i, ∑ j, (d i - d j) ^ 2 =
      (∑ i, ∑ j, (1 : ℝ) * 1 * (d i - d j) ^ 2) / (2 * ∑ _i : ι, (1 : ℝ)) := by
    simp only [one_mul, mul_one, Finset.sum_const, Finset.card_univ, nsmul_eq_mul]
    ring
  rw [e, ← hf]
  exact h

/-- For `m ≥ 1` levels, the rms error times `√(2m)` is the square root of twice the summed
squared errors. -/
theorem rmsError_mul_sqrt [Nonempty ι] (d : ι → ℝ) (c : ℝ) :
    rmsError d c * Real.sqrt (2 * Fintype.card ι) =
      Real.sqrt (2 * ∑ i, (d i - c) ^ 2) := by
  have hm : (Fintype.card ι : ℝ) ≠ 0 := Nat.cast_ne_zero.mpr Fintype.card_ne_zero
  have hQ : 0 ≤ (∑ i, (d i - c) ^ 2) / (Fintype.card ι : ℝ) := by positivity
  have e : (∑ i, (d i - c) ^ 2) / (Fintype.card ι : ℝ) * (2 * Fintype.card ι) =
      2 * ∑ i, (d i - c) ^ 2 := by
    rw [div_mul_eq_mul_div, div_eq_iff hm]
    ring
  unfold rmsError
  rw [← Real.sqrt_mul hQ, e]

/-- For `m ≥ 1` levels, the minimized rms error is the square root of `1/(2m²)` times the sum of the
squared error differences over all ordered pairs. -/
theorem isLeast_rmsError [Nonempty ι] (d : ι → ℝ) :
    IsLeast (Set.range (rmsError d))
      (Real.sqrt ((∑ i, ∑ j, (d i - d j) ^ 2) / (2 * (Fintype.card ι : ℝ) ^ 2))) := by
  obtain ⟨⟨c₀, h₀⟩, hl⟩ := isLeast_sum_sq d
  have e : (∑ i, ∑ j, (d i - d j) ^ 2) / (2 * (Fintype.card ι : ℝ) ^ 2) =
      (1 / (2 * (Fintype.card ι : ℝ)) * ∑ i, ∑ j, (d i - d j) ^ 2) / Fintype.card ι := by
    ring
  rw [e]
  refine ⟨⟨c₀, congrArg (fun x => Real.sqrt (x / Fintype.card ι)) h₀⟩, ?_⟩
  rintro _ ⟨c, rfl⟩
  have h₁ : 1 / (2 * (Fintype.card ι : ℝ)) * ∑ i, ∑ j, (d i - d j) ^ 2 ≤
      ∑ i, (d i - c) ^ 2 := hl ⟨c, rfl⟩
  exact Real.sqrt_le_sqrt (div_le_div_of_nonneg_right h₁ (Nat.cast_nonneg _))

/-- If `s` is the minimized rms error of `m` levels, every excitation-energy error is at most
`s √(2m)`. For two distinct levels equality holds exactly when all other level errors lie
midway between those two. -/
theorem excitation_error_le (d : ι → ℝ) (s : ℝ)
    (hs : IsLeast (Set.range (rmsError d)) s) (i j : ι) :
    |d i - d j| ≤ s * Real.sqrt (2 * Fintype.card ι) ∧
      (i ≠ j → (|d i - d j| = s * Real.sqrt (2 * Fintype.card ι) ↔
        ∀ k, k ≠ i → k ≠ j → d k = (d i + d j) / 2)) := by
  classical
  have : Nonempty ι := ⟨i⟩
  obtain ⟨⟨c, rfl⟩, hl⟩ := hs
  have bound : |d i - d j| ≤ rmsError d c * Real.sqrt (2 * Fintype.card ι) := by
    rw [rmsError_mul_sqrt]
    apply Real.abs_le_sqrt
    have h := excitation_sq_le (fun _ : ι => (1 : ℝ)) d (fun _ => by norm_num) i j
      (by norm_num) (by norm_num) c
    simp only [fitError, one_mul, div_one] at h
    linarith
  refine ⟨bound, fun hij => ⟨fun h k hki hkj => ?_, fun h => le_antisymm bound ?_⟩⟩
  · -- a third level away from the midpoint would make the bound strict
    rw [rmsError_mul_sqrt] at h
    have h2 : (d i - d j) ^ 2 = 2 * ∑ l, (d l - c) ^ 2 := by
      rw [← sq_abs, h, Real.sq_sqrt (by positivity)]
    have h3 : ∑ l ∈ {k, i, j}, (d l - c) ^ 2 ≤ ∑ l, (d l - c) ^ 2 :=
      Finset.sum_le_sum_of_subset_of_nonneg (Finset.subset_univ _) fun l _ _ => sq_nonneg _
    rw [Finset.sum_insert (by simp [hki, hkj]), Finset.sum_pair hij] at h3
    have h4 : (d i + d j - 2 * c) ^ 2 + 2 * (d k - c) ^ 2 ≤ 0 := by nlinarith
    have h5 : (d i + d j - 2 * c) ^ 2 = 0 :=
      le_antisymm (by linarith [sq_nonneg (d k - c)]) (sq_nonneg _)
    have h6 : (d k - c) ^ 2 = 0 :=
      le_antisymm (by linarith [sq_nonneg (d i + d j - 2 * c)]) (sq_nonneg _)
    have h7 := (pow_eq_zero_iff two_ne_zero).mp h5
    have h8 := (pow_eq_zero_iff two_ne_zero).mp h6
    linarith
  · -- compare the minimum with the shift at the midpoint
    have h0 : ∀ k, k ≠ i ∧ k ≠ j → (d k - (d i + d j) / 2) ^ 2 = 0 := by
      intro k hk
      rw [h k hk.1 hk.2]
      ring
    have hQ : 2 * ∑ k, (d k - (d i + d j) / 2) ^ 2 = (d i - d j) ^ 2 := by
      rw [Fintype.sum_eq_add i j hij h0]
      ring
    have h1 : rmsError d c ≤ rmsError d ((d i + d j) / 2) := hl ⟨_, rfl⟩
    calc rmsError d c * Real.sqrt (2 * Fintype.card ι)
        ≤ rmsError d ((d i + d j) / 2) * Real.sqrt (2 * Fintype.card ι) :=
          mul_le_mul_of_nonneg_right h1 (Real.sqrt_nonneg _)
      _ = |d i - d j| := by rw [rmsError_mul_sqrt, hQ, Real.sqrt_sq_eq_abs]

end

end EnergyConsistentFit
```

```lean
#print axioms EnergyConsistentFit.fitError_bestShift
#print axioms EnergyConsistentFit.isLeast_rmsError
#print axioms EnergyConsistentFit.excitation_error_le
```

```
'EnergyConsistentFit.fitError_bestShift' depends on axioms: [propext, Classical.choice, Quot.sound]
'EnergyConsistentFit.isLeast_rmsError' depends on axioms: [propext, Classical.choice, Quot.sound]
'EnergyConsistentFit.excitation_error_le' depends on axioms: [propext, Classical.choice, Quot.sound]
```

## Levels, weights and the minimum in Lean

The finite type `ι` labels the reference levels, and `Fintype.card ι` is $m$. The functions `w` and `d` hold real weights and errors. `fitError w d c` is $F(c)$, `bestShift w d` is $b$, and `rmsError d c` is the equal-weight rms error at shift $c$. `[Nonempty ι]` says $m\ge1$; in `excitation_error_le` the given level `i` already supplies this.

The minimum is expressed by `IsLeast (Set.range f) s`: some shift attains the value `s`, and no shift gives less. `isLeast_sum_sq` is the pair formula in this sense, and `isLeast_rmsError` gives the closed form of $s$. In `excitation_error_le`, the hypothesis `hs` says that `s` is the minimized rms error, and the conclusion joins the bound to the equality criterion.

The criterion uses the minimality in `hs`. For errors $1$ and $-1$ with the shift left at $c=1$, the rms error is $\sqrt2$. The right side of the bound is then $2\sqrt2$ while the excitation error is $2$, although no third level is off the midpoint.

## How the lemmas divide the work

- `fitError_eq` completes the square. Its local `expand` is the quadratic in $c$, and `linear_combination` inserts the defining equation of the mean.
- `fitError_bestShift` places the shift at each level in turn and sums. `isLeast_fitError` adds that $W(c-b)^2$ is nonnegative.
- `excitation_sq_le` keeps two levels with `Finset.sum_le_sum_of_subset_of_nonneg`. The identity with the extra square is `key`, proved by `field_simp` and `ring`.
- `isLeast_sum_sq` sets all weights to one, and `isLeast_rmsError` carries the minimum through the division by $m$ and the square root.
- `rmsError_mul_sqrt` rewrites $s\sqrt{2m}$ as $\sqrt{2\sum_i(d_i-c)^2}$, so that `excitation_error_le` can work with sums of squares.
- In `excitation_error_le`, `h3` keeps three levels and `h4` is the inequality that forces both squares to vanish. The converse compares `s` with the rms error at the midpoint through `h1`.

## Guarantees for fitted levels only

The theorems take the errors $d_i$ as given real numbers. They apply to whatever potential the optimizer currently holds, converged or not, provided that $s$ is minimized over the shift for those errors. They say nothing about how the potential parameters produce the errors, or about whether a better potential exists.

Levels that were left out of the fit are not constrained, so a small $s$ does not by itself guarantee transferability. Rounding in a floating-point evaluation of $s$ has to be estimated separately.

The bound $s\sqrt{2m}$ belongs to equal weights. For a weighted fit, use `excitation_sq_le`, which requires nonnegative weights throughout and positive weights on the two levels compared. Its factor $1/w_i+1/w_j$ grows as either weight shrinks, so a transition involving a lightly weighted level is only loosely controlled. The equality criterion is proved for equal weights.
